# The diamagnetic expectation value of a hydrogen s state from Kramers' recursion

An s state is represented here by a reduced radial function u(r) = p(r) exp(−r/n), where r > 0 is the distance from the nucleus, p is a real polynomial and n is a positive real number. Neither the integrality of n nor the condition p(0) = 0 is assumed; both follow from the radial equation for a nonzero state. In atomic units that equation is

−u″/2 − u/r = −u/(2n²).

Write ⟨r^k⟩ for the integral of r^k u² over r > 0. If ⟨1⟩ = 1, then

⟨1/r⟩ = 1/n², ⟨r⟩ = 3n²/2, ⟨r²⟩ = n²(5n² + 1)/2,

and the diamagnetic energy (B²/8)(x² + y²), for a uniform field B along z in the symmetric gauge centred on the nucleus, with B in units of ħ/(e a₀²), has expectation value B²n²(5n² + 1)/24.

## From the radial equation to the moments

Differentiating u twice, inserting the result and multiplying by −2r exp(r/n) gives

r p″ − (2/n) r p′ + 2p = 0.

This holds for all r > 0, hence as a polynomial identity. At r = 0 it gives p(0) = 0, so p = r q with q a polynomial. If p has degree d and leading coefficient c ≠ 0, the coefficient of r^d gives 2c(1 − d/n) = 0, so n = d.

Now write u″ = Qu with Q = 1/n² − 2/r, and for s = 0, 1, 2, … set

F = r^(s+1)(u′² − Qu²) − (s+1) r^s uu′ + (s(s+1)/2) r^(s−1) u².

On differentiating and replacing u″ by Qu, the terms in u′² and uu′ cancel:

F′ = −2(s+1) r^s Qu² − r^(s+1) Q′u² + (s(s²−1)/2) r^(s−2) u².

With Q′ = 2/r² this becomes

F′ = −2 [(s+1)/n² · r^s − (2s+1) r^(s−1) + (s(1−s²)/4) r^(s−2)] u².

Since u = r q exp(−r/n), F is r^(s+1) times a polynomial times exp(−2r/n). It vanishes at both ends, and integration gives Kramers' recursion:

(s+1)/n² · ⟨r^s⟩ − (2s+1)⟨r^(s−1)⟩ + (s(1−s²)/4)⟨r^(s−2)⟩ = 0.

For a normalized state, the first three cases are

s = 0: 1/n² − ⟨1/r⟩ = 0
s = 1: (2/n²)⟨r⟩ − 3 = 0
s = 2: (3/n²)⟨r²⟩ − 5⟨r⟩ − 3/2 = 0.

The last gives ⟨r²⟩ = (n²/3)(15n²/2 + 3/2) = n²(5n² + 1)/2.

In spherical coordinates x² + y² = r² sin²θ, the density is u²/(4πr²) and the volume element is r² sin θ dr dθ dφ. The angular factor is (1/4π) · 2π · ∫ sin³θ dθ = (1/2)(4/3) = 2/3, so the expectation value is

(B²/8)(2/3)⟨r²⟩ = B²n²(5n² + 1)/24.

For the ground state, n = 1 and u = 2r exp(−r), so ⟨r²⟩ = 3 and the value is B²/4.

## The state, its equation and the field energy

In Lean 4 with Mathlib:

```lean
import Mathlib

open Polynomial MeasureTheory Filter Topology

namespace RydbergDiamagneticShift

noncomputable section
```

The parameter `n` is a real number and `p : ℝ[X]` a real polynomial.

```lean
/-- The radial function `u(r) = p(r) exp(-r/n)`. -/
def radial (n : ℝ) (p : ℝ[X]) (r : ℝ) : ℝ := p.eval r * Real.exp (-r / n)
```

The equation uses actual derivatives and is imposed only for r > 0. It describes a single electron with zero angular momentum and a fixed point nucleus.

```lean
/-- The radial Coulomb equation for zero angular momentum at energy `-1/(2n²)`, in atomic units. -/
def SolvesCoulomb (n : ℝ) (u : ℝ → ℝ) : Prop :=
  ∀ r : ℝ, 0 < r → -(deriv (deriv u) r) / 2 - u r / r = -(u r) / (2 * n ^ 2)
```

Moments take integer powers, so ⟨1/r⟩ is `moment u (-1)` and normalization reads `moment u 0 = 1`.

```lean
/-- The radial moment `∫ r^k u(r)² dr` over `r > 0`. -/
def moment (u : ℝ → ℝ) (k : ℤ) : ℝ := ∫ r in Set.Ioi (0 : ℝ), r ^ k * u r ^ 2
```

The field energy is written as the full three-dimensional integral, which leaves the factor 2/3 to be proved. Spin is absent.

```lean
/-- The integral of `(B²/8)(x² + y²)` against the density `(u/r)²/(4π)` in spherical coordinates. -/
def diamagneticShift (B : ℝ) (u : ℝ → ℝ) : ℝ :=
  ∫ r in Set.Ioi (0 : ℝ), ∫ θ in (0 : ℝ)..Real.pi, ∫ φ in (0 : ℝ)..(2 * Real.pi),
    B ^ 2 / 8 * ((r * Real.sin θ * Real.cos φ) ^ 2 + (r * Real.sin θ * Real.sin φ) ^ 2)
      * ((u r / r) ^ 2 / (4 * Real.pi)) * (r ^ 2 * Real.sin θ)
```

## Boundary terms at infinity and at the nucleus

The next three lemmas justify integrating F′. The first treats each power of r separately, the second splits the exponential into two halves to obtain integrability, and the third applies the fundamental theorem of calculus on the half-line.

```lean
/-- A polynomial times a decaying exponential vanishes at infinity. -/
theorem tendsto_poly_exp {a : ℝ} (ha : 0 < a) (P : ℝ[X]) :
    Tendsto (fun r : ℝ => P.eval r * Real.exp (-a * r)) atTop (𝓝 0) := by
  have h : Tendsto (fun r : ℝ => ∑ i ∈ Finset.range (P.natDegree + 1),
      P.coeff i * (r ^ i * Real.exp (-a * r))) atTop
      (𝓝 (∑ i ∈ Finset.range (P.natDegree + 1), P.coeff i * 0)) :=
    tendsto_finsetSum _ fun i _ => Tendsto.const_mul _ (by
      simpa only [Real.rpow_natCast] using
        tendsto_rpow_mul_exp_neg_mul_atTop_nhds_zero (i : ℝ) a ha)
  simpa only [eval_eq_sum_range, Finset.sum_mul, mul_assoc, mul_zero,
    Finset.sum_const_zero] using h

/-- A polynomial times a decaying exponential is integrable on the half-line. -/
theorem integrable_poly_exp {a : ℝ} (ha : 0 < a) (P : ℝ[X]) :
    IntegrableOn (fun r : ℝ => P.eval r * Real.exp (-a * r)) (Set.Ioi 0) := by
  refine integrable_of_isBigO_exp_neg (half_pos ha) (by fun_prop) ?_
  have h := ((tendsto_poly_exp (half_pos ha) P).isBigO_one ℝ).mul
    (Asymptotics.isBigO_refl (fun r : ℝ => Real.exp (-(a / 2) * r)) atTop)
  refine h.congr (fun r => ?_) (fun r => one_mul _)
  show P.eval r * Real.exp (-(a / 2) * r) * Real.exp (-(a / 2) * r) = _
  rw [mul_assoc, ← Real.exp_add]
  congr 2
  ring

/-- The derivative of `R(r) exp(-ar)` integrates over the half-line to `-R(0)`. -/
theorem integral_deriv_poly_exp {a : ℝ} (ha : 0 < a) (R : ℝ[X]) :
    ∫ r in Set.Ioi (0 : ℝ), (derivative R - C a * R).eval r * Real.exp (-a * r)
      = -R.eval 0 := by
  have hd : ∀ r : ℝ, HasDerivAt (fun r : ℝ => R.eval r * Real.exp (-a * r))
      ((derivative R - C a * R).eval r * Real.exp (-a * r)) r := fun r =>
    ((R.hasDerivAt r).fun_mul (((hasDerivAt_id' r).const_mul (-a)).exp)).congr_deriv (by
      simp only [eval_sub, eval_mul, eval_C]; ring)
  rw [integral_Ioi_of_hasDerivAt_of_tendsto' (fun r _ => hd r)
    (integrable_poly_exp ha _) (tendsto_poly_exp ha R)]
  simp
```

## The polynomial equation and the integer n

Differentiation acts on the polynomial factor alone.

```lean
/-- Differentiating `p(r) exp(-r/n)` replaces `p` by `p' - p/n`. -/
theorem deriv_radial (n : ℝ) (p : ℝ[X]) :
    deriv (radial n p) = radial n (derivative p - C (1 / n) * p) := by
  funext r
  have hd : HasDerivAt (radial n p) (radial n (derivative p - C (1 / n) * p) r) r :=
    ((p.hasDerivAt r).fun_mul (((hasDerivAt_id' r).fun_neg.div_const n).exp)).congr_deriv (by
      simp only [radial, eval_sub, eval_mul, eval_C]; ring)
  exact hd.deriv
```

The polynomial identity follows because a polynomial with infinitely many roots is zero.

```lean
/-- The radial equation for `p(r) exp(-r/n)` gives `r p'' - (2/n) r p' + 2p = 0`. -/
theorem polynomial_equation {n : ℝ} {p : ℝ[X]} (h : SolvesCoulomb n (radial n p)) :
    X * derivative (derivative p) - C (2 / n) * X * derivative p + C 2 * p = 0 := by
  apply Polynomial.eq_zero_of_infinite_isRoot
  refine (Set.Ioi_infinite (0 : ℝ)).mono ?_
  intro r hr
  have hr0 : r ≠ 0 := ne_of_gt hr
  have h1 := h r hr
  rw [deriv_radial, deriv_radial] at h1
  simp only [radial, derivative_sub, derivative_mul, derivative_C, zero_mul, zero_add,
    eval_sub, eval_mul, eval_C] at h1
  have h2 := div_mul_cancel₀ (p.eval r * Real.exp (-r / n)) hr0
  show eval r _ = 0
  simp only [eval_add, eval_sub, eval_mul, eval_C, eval_X]
  apply mul_right_cancel₀ (Real.exp_ne_zero (-r / n))
  linear_combination (-2 * r) * h1 - 2 * h2
```

Comparing coefficients at the highest power gives n = deg p. The constant case is excluded because the identity would force p = 0.

```lean
/-- A nonzero solution `p(r) exp(-r/n)` has `n` equal to the degree of `p`. -/
theorem quantum_number_eq_degree {n : ℝ} (hn : 0 < n) {p : ℝ[X]} (hp : p ≠ 0)
    (h : SolvesCoulomb n (radial n p)) : n = p.natDegree := by
  have heq := polynomial_equation h
  have hlead : p.coeff p.natDegree ≠ 0 := leadingCoeff_ne_zero.mpr hp
  have hnext : p.coeff (p.natDegree + 1) = 0 :=
    coeff_eq_zero_of_natDegree_lt (Nat.lt_succ_self _)
  generalize p.natDegree = d at hlead hnext ⊢
  -- compare the coefficients of the highest power
  have hc := congrArg (fun f : ℝ[X] => f.coeff d) heq
  cases d with
  | zero => exact absurd (by simpa [mul_coeff_zero] using hc) hlead
  | succ d =>
    simp only [mul_assoc, coeff_add, coeff_sub, coeff_C_mul, coeff_X_mul, coeff_derivative,
      coeff_zero, hnext] at hc
    have hnn : n / n = 1 := div_self hn.ne'
    have h0 : p.coeff (d + 1) * (n - (d + 1)) = 0 := by
      linear_combination (n / 2) * hc + p.coeff (d + 1) * (d + 1) * hnn
    have h1 := (mul_eq_zero.mp h0).resolve_left hlead
    push_cast
    linarith
```

## Kramers' recursion

With p = r q, every moment that is needed becomes an integral of a polynomial times exp(−2r/n), including the one of order −2.

```lean
/-- For `u = r q(r) exp(-r/n)` the moment of order `m - 2` is `∫ r^m q² exp(-2r/n) dr`. -/
theorem moment_eq (n : ℝ) (q : ℝ[X]) (m : ℕ) (k : ℤ) (hk : k = (m : ℤ) - 2) :
    moment (radial n (X * q)) k
      = ∫ r in Set.Ioi (0 : ℝ), (X ^ m * q * q).eval r * Real.exp (-(2 / n) * r) := by
  refine setIntegral_congr_fun measurableSet_Ioi fun r hr => ?_
  have hr0 : r ≠ 0 := ne_of_gt hr
  have hE : Real.exp (-(2 / n) * r) = Real.exp (-r / n) * Real.exp (-r / n) := by
    rw [← Real.exp_add]; congr 1; ring
  have h3 : r ^ k * r ^ 2 = r ^ m := by
    rw [← zpow_natCast r 2, ← zpow_natCast r m, ← zpow_add₀ hr0, hk]
    congr 1
    push_cast
    ring
  simp only [radial, eval_mul, eval_pow, eval_X, hE]
  linear_combination (q.eval r ^ 2 * Real.exp (-r / n) ^ 2) * h3
```

In the proof of `kramers`, `v` is the polynomial part of u′ and `R` that of F. The statement `hzero` says that −F′/2 integrates to zero, and the final `linear_combination` uses the radial equation to identify −F′/2 with the Kramers integrand. Normalization is not needed.

```lean
/-- Kramers' recursion between radial moments at zero angular momentum. -/
theorem kramers {n : ℝ} (hn : 0 < n) {p : ℝ[X]} (h : SolvesCoulomb n (radial n p)) (s : ℕ) :
    ((s : ℝ) + 1) / n ^ 2 * moment (radial n p) s
      - (2 * (s : ℝ) + 1) * moment (radial n p) ((s : ℤ) - 1)
      + (s : ℝ) * (1 - (s : ℝ) ^ 2) / 4 * moment (radial n p) ((s : ℤ) - 2) = 0 := by
  have heq := polynomial_equation h
  -- the equation itself forces the radial function to vanish at the nucleus
  have hp0 : p.coeff 0 = 0 := by
    simpa [mul_coeff_zero] using congrArg (fun f : ℝ[X] => f.coeff 0) heq
  obtain ⟨q, rfl⟩ := X_dvd_iff.mpr hp0
  have ha : 0 < 2 / n := by positivity
  rw [moment_eq n q (s + 2) s (by push_cast; ring),
    moment_eq n q (s + 1) ((s : ℤ) - 1) (by push_cast; ring), moment_eq n q s _ rfl]
  have hF := fun m : ℕ => integrable_poly_exp ha (X ^ m * q * q)
  -- the polynomial parts of `u'` and of `F`, where `-F/2` is a primitive of the Kramers integrand
  obtain ⟨v, hv⟩ : ∃ v : ℝ[X], v = q + X * derivative q - C (1 / n) * X * q := ⟨_, rfl⟩
  obtain ⟨R, hR⟩ : ∃ R : ℝ[X], R = X ^ (s + 1) * (v * v - C (1 / n ^ 2) * X * X * q * q
      + C 2 * X * q * q - C ((s : ℝ) + 1) * q * v
      + C ((s : ℝ) * (s + 1) / 2) * q * q) := ⟨_, rfl⟩
  have hsub := ((hF (s + 2)).const_mul (((s : ℝ) + 1) / n ^ 2)).sub
    ((hF (s + 1)).const_mul (2 * (s : ℝ) + 1))
  have hlin := integral_add hsub ((hF s).const_mul ((s : ℝ) * (1 - (s : ℝ) ^ 2) / 4))
  have hlin' := integral_sub ((hF (s + 2)).const_mul (((s : ℝ) + 1) / n ^ 2))
    ((hF (s + 1)).const_mul (2 * (s : ℝ) + 1))
  simp only [Pi.sub_apply, integral_const_mul] at hlin hlin'
  rw [← hlin', ← hlin]
  have hzero : ∫ r in Set.Ioi (0 : ℝ), (-1 / 2 : ℝ) *
      ((derivative R - C (2 / n) * R).eval r * Real.exp (-(2 / n) * r)) = 0 := by
    rw [integral_const_mul, integral_deriv_poly_exp ha R]
    simp [hR]
  refine Eq.trans ?_ hzero
  refine setIntegral_congr_fun measurableSet_Ioi fun r _ => ?_
  have hr := congrArg (eval r) heq
  simp only [derivative_mul, derivative_add, derivative_X, one_mul, eval_add, eval_sub,
    eval_mul, eval_C, eval_X, eval_zero] at hr
  simp only [hR, hv, derivative_mul, derivative_add, derivative_sub, derivative_C, derivative_X,
    derivative_X_pow_succ, eval_add, eval_sub, eval_mul, eval_C, eval_X, eval_pow, eval_zero,
    eval_one]
  linear_combination (Real.exp (-(2 / n) * r) / 2 * r ^ s *
    (2 * (q.eval r + r * (derivative q).eval r - 1 / n * r * q.eval r)
      - ((s : ℝ) + 1) * q.eval r)) * hr
```

The cases s = 0, 1, 2 are then solved in turn.

```lean
/-- The normalized state has `<1/r> = 1/n²`, `<r> = 3n²/2` and `<r²> = n²(5n²+1)/2`. -/
theorem radial_moments {n : ℝ} (hn : 0 < n) {p : ℝ[X]} (h : SolvesCoulomb n (radial n p))
    (hnorm : moment (radial n p) 0 = 1) :
    moment (radial n p) (-1) = 1 / n ^ 2 ∧ moment (radial n p) 1 = 3 * n ^ 2 / 2 ∧
      moment (radial n p) 2 = n ^ 2 * (5 * n ^ 2 + 1) / 2 := by
  have h0 := kramers hn h 0
  have h1 := kramers hn h 1
  have h2 := kramers hn h 2
  rw [show ((0 : ℕ) : ℤ) - 1 = -1 by norm_num, show ((0 : ℕ) : ℤ) = 0 by norm_num, hnorm] at h0
  rw [show ((1 : ℕ) : ℤ) - 1 = 0 by norm_num, show ((1 : ℕ) : ℤ) = 1 by norm_num, hnorm] at h1
  rw [show ((2 : ℕ) : ℤ) - 1 = 1 by norm_num, show ((2 : ℕ) : ℤ) - 2 = 0 by norm_num,
    show ((2 : ℕ) : ℤ) = 2 by norm_num, hnorm] at h2
  push_cast at h0 h1 h2
  have hc : n ^ 2 / n ^ 2 = 1 := div_self (pow_ne_zero 2 hn.ne')
  have hM1 : moment (radial n p) 1 = 3 * n ^ 2 / 2 := by
    linear_combination (n ^ 2 / 2) * h1 - moment (radial n p) 1 * hc
  refine ⟨by linear_combination -h0, hM1, ?_⟩
  linear_combination (n ^ 2 / 3) * h2 - moment (radial n p) 2 * hc + (5 * n ^ 2 / 3) * hM1
```

## The angular factor and the field energy

The primitive of sin³θ is cos³θ/3 − cos θ.

```lean
/-- The polar-angle integral of `sin³ θ` is `4/3`. -/
theorem integral_sin_cube : ∫ θ in (0 : ℝ)..Real.pi, Real.sin θ ^ 3 = 4 / 3 := by
  have hd : ∀ x ∈ Set.uIcc (0 : ℝ) Real.pi, HasDerivAt
      (fun t => Real.cos t * Real.cos t * Real.cos t / 3 - Real.cos t) (Real.sin x ^ 3) x := by
    intro x _
    have hc := Real.hasDerivAt_cos x
    refine ((((hc.fun_mul hc).fun_mul hc).div_const 3).fun_sub hc).congr_deriv ?_
    linear_combination (-Real.sin x) * Real.sin_sq_add_cos_sq x
  rw [intervalIntegral.integral_eq_sub_of_hasDerivAt hd
    ((by fun_prop : Continuous fun x : ℝ => Real.sin x ^ 3).intervalIntegrable _ _)]
  rw [Real.cos_pi, Real.cos_zero]
  norm_num
```

The reduction to ⟨r²⟩ uses only the spherical symmetry of the density, not the radial equation.

```lean
/-- The integral of `(B²/8)(x² + y²)` against the density `(u/r)²/(4π)` is `(B²/8)(2/3)<r²>`. -/
theorem diamagneticShift_eq (B : ℝ) (u : ℝ → ℝ) :
    diamagneticShift B u = B ^ 2 / 8 * (2 / 3) * moment u 2 := by
  unfold diamagneticShift moment
  rw [← integral_const_mul]
  refine setIntegral_congr_fun measurableSet_Ioi fun r hr => ?_
  have hr0 : r ≠ 0 := ne_of_gt hr
  have hw : (u r / r) ^ 2 * r ^ 2 = u r ^ 2 := by rw [← mul_pow, div_mul_cancel₀ _ hr0]
  have hpt : ∀ θ φ : ℝ, B ^ 2 / 8 * ((r * Real.sin θ * Real.cos φ) ^ 2
      + (r * Real.sin θ * Real.sin φ) ^ 2) * ((u r / r) ^ 2 / (4 * Real.pi))
      * (r ^ 2 * Real.sin θ)
      = (B ^ 2 / 8 * r ^ 2 * u r ^ 2 / (4 * Real.pi)) * Real.sin θ ^ 3 := by
    intro θ φ
    rw [← hw]
    linear_combination (B ^ 2 / 8 * r ^ 2 * ((u r / r) ^ 2 * r ^ 2) / (4 * Real.pi)
      * Real.sin θ ^ 3) * Real.sin_sq_add_cos_sq φ
  have hz : r ^ (2 : ℤ) = r ^ 2 := zpow_ofNat r 2
  have hpi : Real.pi / Real.pi = 1 := div_self Real.pi_ne_zero
  simp only [hpt, intervalIntegral.integral_const, smul_eq_mul, sub_zero,
    intervalIntegral.integral_const_mul, integral_sin_cube, hz]
  linear_combination (B ^ 2 / 8 * r ^ 2 * u r ^ 2 * (2 / 3)) * hpi

/-- The expectation value of `(B²/8)(x² + y²)` in the normalized state is `B² n² (5n² + 1)/24`. -/
theorem rydberg_diamagnetic_shift {n : ℝ} (hn : 0 < n) {p : ℝ[X]}
    (h : SolvesCoulomb n (radial n p)) (hnorm : moment (radial n p) 0 = 1) (B : ℝ) :
    diamagneticShift B (radial n p) = B ^ 2 * n ^ 2 * (5 * n ^ 2 + 1) / 24 := by
  rw [diamagneticShift_eq, (radial_moments hn h hnorm).2.2]
  ring
```

The theorem evaluates an expectation value. For hydrogen with n = 1 or 2 this is the first-order diamagnetic shift of the s level. From n = 3 on, the perturbation couples the s state to the degenerate d state, and the first-order energies come from diagonalizing within the level. For Rydberg s states of hydrogen the formula therefore supplies a diagonal matrix element, which grows as n⁴ for large n in this non-relativistic model.

## The 2s state as an instance

The function (r − r²/2) exp(−r/2)/√2 satisfies both hypotheses with n = 2. Its norm is computed from an explicit primitive. The formulas then give ⟨r²⟩ = 42 and a shift of 7B²/2.

```lean
/-- The polynomial `(r - r²/2)/√2`. -/
def twoS : ℝ[X] := C (1 / √2) * (X - C (1 / 2) * X * X)

/-- The function `(r - r²/2) exp(-r/2)/√2` solves the radial equation with `n = 2` and is
normalized. -/
theorem twoS_witness :
    SolvesCoulomb 2 (radial 2 twoS) ∧ moment (radial 2 twoS) 0 = 1 := by
  constructor
  · intro r hr
    have h : 1 / √2 * (r - 1 / 2 * r * r) * Real.exp (-r / 2) / r
        = 1 / √2 * (1 - r / 2) * Real.exp (-r / 2) := by
      rw [div_eq_iff hr.ne']; ring
    rw [deriv_radial, deriv_radial]
    simp only [radial, twoS, derivative_sub, derivative_add, derivative_mul, derivative_C,
      derivative_X, derivative_one, derivative_zero, eval_sub, eval_add, eval_mul, eval_C,
      eval_X, eval_one, eval_zero]
    linear_combination (-1) * h
  · have hc : (1 / √2) ^ 2 = (1 / 2 : ℝ) := by
      rw [div_pow, Real.sq_sqrt (by norm_num)]; norm_num
    -- an explicit primitive of the radial density
    have hI := integral_deriv_poly_exp one_pos
      (-(C (1 / 8) * X * X * X * X + C (1 / 2) * X * X + X + C 1) : ℝ[X])
    have hv : -eval 0 (-(C (1 / 8) * X * X * X * X + C (1 / 2) * X * X + X + C 1) : ℝ[X])
        = (1 : ℝ) := by simp
    rw [hv] at hI
    rw [← hI]
    refine setIntegral_congr_fun measurableSet_Ioi fun r _ => ?_
    have hE : Real.exp (-1 * r) = Real.exp (-r / 2) * Real.exp (-r / 2) := by
      rw [← Real.exp_add]; congr 1; ring
    simp only [radial, twoS, hE, zpow_zero, derivative_neg, derivative_add, derivative_mul,
      derivative_C, derivative_X, eval_neg, eval_sub, eval_add, eval_mul, eval_C, eval_X,
      eval_one, eval_zero]
    linear_combination (Real.exp (-r / 2) ^ 2 * (r - 1 / 2 * r * r) ^ 2) * hc

end

end RydbergDiamagneticShift
```

Another formulation would take n as a positive integer and define u by the explicit Laguerre polynomial. To reuse the present proof, one would then prove the radial equation and the normalization for every n, whereas here they are hypotheses, and the final theorem would apply to each n without further conditions.

```lean
#print axioms RydbergDiamagneticShift.quantum_number_eq_degree
#print axioms RydbergDiamagneticShift.rydberg_diamagnetic_shift
```

```
'RydbergDiamagneticShift.quantum_number_eq_degree' depends on axioms: [propext, Classical.choice, Quot.sound]
'RydbergDiamagneticShift.rydberg_diamagnetic_shift' depends on axioms: [propext, Classical.choice, Quot.sound]
```
